# Decay of the entries of $S^{-1/2}$ for an overlap matrix close to the identity

## Distant entries in a sparse calculation

A sparse electronic-structure code that forms $S^{-1/2}HS^{-1/2}$ from the Hamiltonian matrix $H$ may discard entries of $S^{-1/2}$ between distant atoms. For a finite real basis with $\|S-1\|<1$ whose overlaps vanish beyond a finite range, the bound below limits the size of each discarded entry.

Here $S$ is the overlap matrix of orbitals $\phi_i$. The Löwdin orbitals are $\phi'_j=\sum_i\phi_i\,(S^{-1/2})_{ij}$, so $(S^{-1/2})_{ij}$ is the coefficient of $\phi_i$ in the orthonormal orbital descended from $\phi_j$.

## The bound

Let $S$ be real symmetric with spectral norm $\|S-1\|\le q<1$, and let $((S-1)^k)_{ij}=0$ for all $k<d$. Then

$$|(S^{-1/2})_{ij}|\le \binom{2d}{d}\frac{q^d}{4^d(1-q)} .$$

The number $q$ measures how far the basis is from orthonormal: all eigenvalues of $S$ lie in $[1-q,1+q]$. The second condition holds in particular when no chain of fewer than $d$ overlap steps connects $i$ to $j$.

## A scalar series with an exact remainder

Put $c_k=\binom{2k}{k}4^{-k}$ and $P_N(y)=\sum_{k<N}c_ky^k$. Since $(k+1)c_{k+1}=(k+\tfrac12)c_k$, for $y<1$

$$\sqrt{1-y}\,\frac{d}{dy}\!\left[\sqrt{1-y}\,P_N\right]=(1-y)P_N'-\tfrac12P_N=\sum_{k<N}\left[kc_ky^{k-1}-(k+1)c_{k+1}y^k\right]=-Nc_Ny^{N-1}.$$

For $N\ge1$ let $g(t)=\sqrt{1-ty}\,P_N(ty)$, so that $g(0)=1$. Cauchy's mean value theorem, comparing $g$ with $t^N$ on $[0,1]$, gives a $\theta$ with

$$g(1)-g(0)=\frac{g'(\theta)}{N\theta^{N-1}}=-\frac{c_Ny^N}{\sqrt{1-\theta y}} .$$

For $N=0$ take $\theta=0$. Dividing by $\sqrt{1-y}$,

$$\frac1{\sqrt{1-y}}-P_N(y)=\frac{c_Ny^N}{\sqrt{1-\theta y}\sqrt{1-y}} .$$

If $|y|\le q$, both radicands are at least $1-q$, so the error is at most $c_Nq^N/(1-q)$.

## From eigenvalues to matrix entries

If $Sv=\lambda v$ with $v\neq0$, then $(S-1)v=(\lambda-1)v$, hence $|\lambda-1|\le q$. Write $S=U\Lambda U^T$ with $U$ orthogonal. For any function $f$,

$$|f(S)_{ij}|\le\sum_m|U_{im}||f(\lambda_m)||U_{jm}|\le\max_m|f(\lambda_m)|\sum_m\frac{U_{im}^2+U_{jm}^2}2=\max_m|f(\lambda_m)| .$$

With $f(x)=x^{-1/2}-P_d(1-x)$, the matrix $\sum_{k<d}c_k(1-S)^k$ matches $S^{-1/2}$ in every entry to within $c_dq^d/(1-q)$. Its $(i,j)$ entry vanishes, because $(1-S)^k=(-1)^k(S-1)^k$. This is the bound.

Suppose now that overlaps vanish beyond a range $\rho\ge0$. By the triangle inequality, $(S-1)^k$ reaches no farther than $k\rho$. Centres more than $d\rho$ apart are therefore unconnected by powers $0,\dots,d$, and the bound holds with $d+1$ in place of $d$.

## Three orbitals in a chain

Let the orbitals be normalised, neighbours overlap by $0.2$ and the end orbitals not at all. Then $q=\|S-1\|=0.2\sqrt2\approx0.283$, and $d=2$ for the two ends. The bound is $\tfrac38\cdot0.08/0.717\approx0.042$. The eigenvalues $1,\,1\pm q$ give the entry itself:

$$\tfrac14\left[(1+q)^{-1/2}+(1-q)^{-1/2}\right]-\tfrac12\approx0.016 .$$

## The same argument for $S^{-1}$

The geometric series has remainder $y^d/(1-y)$. Under the same hypotheses this gives $|(S^{-1})_{ij}|\le q^d/(1-q)$, an exercise left without Lean code.

## The Lean statement and its physical reading

```lean
import Mathlib

open Matrix Finset
open scoped Matrix.Norms.L2Operator

namespace LoewdinDecay

noncomputable section

variable {n : Type*} [Fintype n] [DecidableEq n] {S : Matrix n n ℝ}

/-- The binomial coefficient `C(2k,k) / 4^k` of the inverse square root. -/
def coeff (k : ℕ) : ℝ := (Nat.centralBinom k : ℝ) / 4 ^ k

/-- The first `N` terms of the expansion of `1 / √(1 - y)` in powers of `y`. -/
def partialSum (N : ℕ) (y : ℝ) : ℝ := ∑ k ∈ range N, coeff k * y ^ k

/-- The matrix whose columns are orthonormal eigenvectors of the overlap matrix. -/
def modes (hS : S.IsHermitian) : Matrix n n ℝ := hS.eigenvectorUnitary

/-- The function `f` of the overlap matrix, applied to its eigenvalues. -/
def matFun (hS : S.IsHermitian) (f : ℝ → ℝ) : Matrix n n ℝ :=
  modes hS * diagonal (fun m => f (hS.eigenvalues m)) * star (modes hS)

/-- The Loewdin matrix: `1 / √x` applied to the eigenvalues of a symmetric matrix `S`. It is
`S^(-1/2)` when `S` is positive definite. -/
def loewdin (hS : S.IsHermitian) : Matrix n n ℝ := matFun hS (fun x => 1 / √x)

/-- For `y < 1`, the derivative of `√(1 - y)` times the truncated series is a single term. -/
theorem hasDerivAt_sqrt_mul (N : ℕ) {y : ℝ} (hy : y < 1) :
    HasDerivAt (fun t => √(1 - t) * partialSum N t)
      (-(N * coeff N * y ^ (N - 1)) / √(1 - y)) y := by
  have hs : 0 < √(1 - y) := Real.sqrt_pos.2 (by linarith)
  have hs' : √(1 - y) = (1 - y) / √(1 - y) :=
    (eq_div_iff hs.ne').2 (Real.mul_self_sqrt (by linarith))
  have hr : HasDerivAt (fun t => √(1 - t)) (-1 / (2 * √(1 - y))) y :=
    ((hasDerivAt_id' y).const_sub 1).sqrt (sub_pos.2 hy).ne'
  induction N with
  | zero =>
    have h0 : (fun t => √(1 - t) * partialSum 0 t) = fun _ => (0 : ℝ) := by
      funext t; simp [partialSum]
    rw [h0]
    exact (hasDerivAt_const y (0 : ℝ)).congr_deriv (by simp)
  | succ N ih =>
    have h := ih.fun_add (hr.fun_mul ((hasDerivAt_pow N y).const_mul (coeff N)))
    have hf : (fun t => √(1 - t) * partialSum (N + 1) t) =
        fun t => √(1 - t) * partialSum N t + √(1 - t) * (coeff N * t ^ N) := by
      funext t; simp only [partialSum, sum_range_succ]; ring
    have hp : (N : ℝ) * y ^ (N - 1) * y = N * y ^ N := by
      rcases N with _ | m
      · simp
      · simp only [Nat.add_sub_cancel]; ring
    -- the recurrence of the central binomial coefficients makes the sum telescope
    have hc : 2 * ((N : ℝ) + 1) * coeff (N + 1) = (2 * N + 1) * coeff N := by
      have hb : ((N : ℝ) + 1) * Nat.centralBinom (N + 1) =
          2 * (2 * N + 1) * Nat.centralBinom N := by
        exact_mod_cast Nat.succ_mul_centralBinom_succ N
      unfold coeff
      rw [pow_succ]
      linear_combination (2 / ((4 : ℝ) ^ N * 4)) * hb
    rw [hf]
    refine h.congr_deriv ?_
    rw [Nat.add_sub_cancel]
    push_cast
    linear_combination (coeff N * N * y ^ (N - 1)) * hs' - (coeff N / √(1 - y)) * hp
      + (y ^ N / (2 * √(1 - y))) * hc

/-- For `y < 1`, the remainder of the truncated series of `1 / √(1 - y)`, multiplied by `√(1 - y)`,
is a single term with an intermediate point `θ y`. -/
theorem exists_remainder (N : ℕ) {y : ℝ} (hy : y < 1) :
    ∃ θ ∈ Set.Icc (0 : ℝ) 1,
      1 - √(1 - y) * partialSum N y = coeff N * y ^ N / √(1 - θ * y) := by
  rcases N with _ | N
  · exact ⟨0, by simp, by simp [partialSum, coeff]⟩
  have hd : ∀ t ∈ Set.Icc (0 : ℝ) 1,
      HasDerivAt (fun t => √(1 - t * y) * partialSum (N + 1) (t * y))
        (-(((N + 1 : ℕ) : ℝ) * coeff (N + 1) * (t * y) ^ N) / √(1 - t * y) * y) t := by
    intro t ht
    have hty : t * y < 1 := by
      rcases le_total y 0 with h | h
      · nlinarith [mul_nonneg ht.1 (neg_nonneg.2 h)]
      · nlinarith [mul_nonneg (sub_nonneg.2 ht.2) h]
    have hl : HasDerivAt (fun t : ℝ => t * y) y t := by
      simpa using (hasDerivAt_id' t).mul_const y
    have hG : HasDerivAt (fun t => √(1 - t) * partialSum (N + 1) t)
        (-(((N + 1 : ℕ) : ℝ) * coeff (N + 1) * (t * y) ^ N) / √(1 - t * y))
        ((fun t : ℝ => t * y) t) := hasDerivAt_sqrt_mul (N + 1) hty
    exact hG.comp t hl
  -- Cauchy's mean value theorem, comparing with `t ^ (N + 1)` on `[0, 1]`
  obtain ⟨θ, hθ, h⟩ := exists_ratio_hasDerivAt_eq_ratio_slope
    (fun t => √(1 - t * y) * partialSum (N + 1) (t * y))
    (fun t => -(((N + 1 : ℕ) : ℝ) * coeff (N + 1) * (t * y) ^ N) / √(1 - t * y) * y)
    zero_lt_one (fun t ht => (hd t ht).continuousAt.continuousWithinAt)
    (fun t ht => hd t ⟨ht.1.le, ht.2.le⟩)
    (fun t => t ^ (N + 1)) (fun t => ((N + 1 : ℕ) : ℝ) * t ^ N)
    (continuous_pow (N + 1)).continuousOn (fun t _ => hasDerivAt_pow (N + 1) t)
  have h0 : √(1 - 0 * y) * partialSum (N + 1) (0 * y) = 1 := by
    simp [partialSum, sum_range_succ', coeff]
  have h' : ((1 : ℝ) ^ (N + 1) - 0 ^ (N + 1)) *
      (-(((N + 1 : ℕ) : ℝ) * coeff (N + 1) * (θ * y) ^ N) / √(1 - θ * y) * y) =
      (√(1 - 1 * y) * partialSum (N + 1) (1 * y) -
        √(1 - 0 * y) * partialSum (N + 1) (0 * y)) * (((N + 1 : ℕ) : ℝ) * θ ^ N) := h
  rw [h0, one_mul y, one_pow, zero_pow N.succ_ne_zero, sub_zero, one_mul] at h'
  have hK : 0 < ((N + 1 : ℕ) : ℝ) * θ ^ N :=
    mul_pos (by positivity) (pow_pos hθ.1 N)
  refine ⟨θ, ⟨hθ.1.le, hθ.2.le⟩, mul_right_cancel₀ hK.ne' ?_⟩
  linear_combination h'

/-- For `|y| ≤ q < 1`, the series of `1 / √(1 - y)` cut after `N` terms has an error of at most
`C(2N,N) 4^(-N) q^N / (1 - q)`. -/
theorem scalar_error (N : ℕ) {y q : ℝ} (hy : |y| ≤ q) (hq : q < 1) :
    |1 / √(1 - y) - partialSum N y| ≤ coeff N * q ^ N / (1 - q) := by
  have hyq := (abs_le.1 hy).2
  have hq0 : 0 ≤ q := (abs_nonneg y).trans hy
  have h1q : 0 < 1 - q := sub_pos.2 hq
  have ha : 0 ≤ coeff N := by unfold coeff; positivity
  obtain ⟨θ, hθ, h⟩ := exists_remainder N (hyq.trans_lt hq)
  have hθy : θ * y ≤ q := by
    nlinarith [mul_nonneg hθ.1 (sub_nonneg.2 hyq), mul_nonneg (sub_nonneg.2 hθ.2) hq0]
  have hs : 0 < √(1 - y) := Real.sqrt_pos.2 (by linarith)
  have hr : 0 < √(1 - θ * y) := Real.sqrt_pos.2 (by linarith)
  have hrs : 1 - q ≤ √(1 - θ * y) * √(1 - y) :=
    calc 1 - q = √(1 - q) * √(1 - q) := (Real.mul_self_sqrt h1q.le).symm
      _ ≤ _ := mul_le_mul (Real.sqrt_le_sqrt (by linarith)) (Real.sqrt_le_sqrt (by linarith))
        (Real.sqrt_nonneg _) (Real.sqrt_nonneg _)
  have e : 1 / √(1 - y) - partialSum N y =
      coeff N * y ^ N / (√(1 - θ * y) * √(1 - y)) := by
    rw [← div_div, ← h, sub_div, mul_div_cancel_left₀ _ hs.ne']
  rw [e, abs_div, abs_mul, abs_of_pos (mul_pos hr hs), abs_pow, abs_of_nonneg ha]
  exact div_le_div₀ (mul_nonneg ha (pow_nonneg hq0 _))
    (mul_le_mul_of_nonneg_left (pow_le_pow_left₀ (abs_nonneg y) hy N) ha) h1q hrs

lemma matFun_apply (hS : S.IsHermitian) (f : ℝ → ℝ) (i j : n) :
    matFun hS f i j = ∑ m, modes hS i m * f (hS.eigenvalues m) * modes hS j m := by
  unfold matFun
  rw [Matrix.mul_apply]
  exact sum_congr rfl fun m _ => by
    rw [Matrix.mul_diagonal, Matrix.star_apply, star_trivial]

lemma matFun_one (hS : S.IsHermitian) : matFun hS (fun _ => 1) = 1 := by
  have hU : modes hS * star (modes hS) = 1 :=
    mem_unitaryGroup_iff.1 hS.eigenvectorUnitary.2
  rw [matFun, diagonal_one, mul_one, hU]

lemma matFun_id (hS : S.IsHermitian) : matFun hS (fun x => x) = S := by
  have h := hS.spectral_theorem
  rw [Unitary.conjStarAlgAut_apply] at h
  exact h.symm

lemma matFun_sub (hS : S.IsHermitian) (f g : ℝ → ℝ) :
    matFun hS f - matFun hS g = matFun hS (fun x => f x - g x) := by
  ext i j
  rw [Matrix.sub_apply, matFun_apply, matFun_apply, matFun_apply, ← sum_sub_distrib]
  exact sum_congr rfl fun _ _ => by ring

lemma star_modes_mul (hS : S.IsHermitian) : star (modes hS) * modes hS = 1 :=
  mem_unitaryGroup_iff'.1 hS.eigenvectorUnitary.2

lemma matFun_mul (hS : S.IsHermitian) (f g : ℝ → ℝ) :
    matFun hS f * matFun hS g = matFun hS (fun x => f x * g x) := by
  unfold matFun
  rw [← diagonal_mul_diagonal]
  calc _ = modes hS * diagonal (fun m => f (hS.eigenvalues m)) * (star (modes hS) * modes hS)
        * diagonal (fun m => g (hS.eigenvalues m)) * star (modes hS) := by
        simp only [mul_assoc]
    _ = _ := by rw [star_modes_mul, mul_one]; simp only [mul_assoc]

lemma matFun_partialSum (hS : S.IsHermitian) (d : ℕ) :
    matFun hS (fun x => partialSum d (1 - x)) = ∑ k ∈ range d, coeff k • (1 - S) ^ k := by
  have h1 : 1 - S = matFun hS (fun x => 1 - x) := by
    rw [← matFun_sub hS (fun _ => 1) (fun x => x), matFun_one, matFun_id]
  have hp : ∀ k : ℕ, (1 - S) ^ k = matFun hS (fun x => (1 - x) ^ k) := by
    intro k
    induction k with
    | zero => simp only [pow_zero, matFun_one]
    | succ k ih => rw [pow_succ, ih, h1, matFun_mul]; simp only [pow_succ]
  ext i j
  simp only [Matrix.sum_apply, Matrix.smul_apply, hp, matFun_apply, partialSum, smul_eq_mul,
    mul_sum, sum_mul]
  rw [sum_comm]
  exact sum_congr rfl fun _ _ => sum_congr rfl fun _ _ => by ring

/-- Every eigenvalue of the overlap matrix differs from 1 by at most `‖S - 1‖`. -/
theorem eigenvalue_near_one (hS : S.IsHermitian) (m : n) :
    |hS.eigenvalues m - 1| ≤ ‖S - 1‖ := by
  let E : Matrix n n ℝ := diagonal (fun i => if i = m then 1 else 0)
  have hE : diagonal hS.eigenvalues * E = hS.eigenvalues m • E := by
    ext i j
    by_cases h : i = m <;> by_cases h' : i = j <;> simp_all [E]
  have hSU : S * modes hS = modes hS * diagonal hS.eigenvalues := by
    calc S * modes hS = matFun hS (fun x => x) * modes hS := by rw [matFun_id]
      _ = _ := by rw [matFun, mul_assoc, star_modes_mul, mul_one]
  -- `modes hS * E` keeps only the `m`-th eigenvector
  have hV : (S - 1) * (modes hS * E) = (hS.eigenvalues m - 1) • (modes hS * E) := by
    rw [sub_mul, one_mul, ← mul_assoc, hSU, mul_assoc, hE, Matrix.mul_smul, sub_smul, one_smul]
  have hV0 : modes hS * E ≠ 0 := by
    intro h
    have h2 : E = 0 := by
      rw [← one_mul E, ← star_modes_mul hS, mul_assoc, h, mul_zero]
    have h3 := congrFun (congrFun h2 m) m
    simp [E] at h3
  refine le_of_mul_le_mul_right ?_ (norm_pos_iff.2 hV0)
  rw [← Real.norm_eq_abs, ← norm_smul, ← hV]
  exact norm_mul_le _ _

/-- If `‖S - 1‖ < 1`, the Loewdin matrix is positive semidefinite and orthonormalises the
orbitals: `S^(-1/2) S S^(-1/2) = 1`. -/
theorem loewdin_isInvSqrt (hS : S.IsHermitian) (h : ‖S - 1‖ < 1) :
    (loewdin hS).PosSemidef ∧ loewdin hS * S * loewdin hS = 1 := by
  constructor
  · exact (posSemidef_diagonal_iff.2 fun m => by positivity).mul_mul_conjTranspose_same (modes hS)
  · calc loewdin hS * S * loewdin hS
        = loewdin hS * matFun hS (fun x => x) * loewdin hS := by rw [matFun_id]
      _ = matFun hS (fun x => 1 / √x * x * (1 / √x)) := by
        unfold loewdin; rw [matFun_mul, matFun_mul]
      _ = matFun hS (fun _ => 1) := by
        ext i j
        rw [matFun_apply, matFun_apply]
        refine sum_congr rfl fun m _ => ?_
        have hp : 0 < hS.eigenvalues m := by
          linarith [(abs_le.1 (eigenvalue_near_one hS m)).1]
        have e : 1 / √(hS.eigenvalues m) * hS.eigenvalues m * (1 / √(hS.eigenvalues m)) =
            hS.eigenvalues m / (√(hS.eigenvalues m) * √(hS.eigenvalues m)) := by ring
        rw [e, Real.mul_self_sqrt hp.le, div_self hp.ne']
      _ = 1 := matFun_one hS

/-- If `‖S - 1‖ ≤ q < 1`, the series of `S^(-1/2)` in powers of `1 - S`, cut after `d` terms, is
accurate in every entry to `C(2d,d) 4^(-d) q^d / (1 - q)`. -/
theorem truncation_error (hS : S.IsHermitian) {q : ℝ} (hq : ‖S - 1‖ ≤ q) (hq1 : q < 1)
    (d : ℕ) (i j : n) :
    |(loewdin hS - ∑ k ∈ range d, coeff k • (1 - S) ^ k) i j| ≤
      coeff d * q ^ d / (1 - q) := by
  rw [← matFun_partialSum hS, loewdin, matFun_sub, matFun_apply]
  have hrow : ∀ i, ∑ m, modes hS i m * 1 * modes hS i m = 1 := fun i => by
    rw [← matFun_apply hS (fun _ => 1), matFun_one, Matrix.one_apply_eq]
  set ε := coeff d * q ^ d / (1 - q)
  have hb : ∀ m, |1 / √(hS.eigenvalues m) - partialSum d (1 - hS.eigenvalues m)| ≤ ε := by
    intro m
    have hm : |1 - hS.eigenvalues m| ≤ q := by
      rw [abs_sub_comm]; exact (eigenvalue_near_one hS m).trans hq
    have h := scalar_error d hm hq1
    rwa [sub_sub_cancel] at h
  -- the rows of the eigenvector matrix are normalised
  calc _ ≤ ∑ m, |modes hS i m * (1 / √(hS.eigenvalues m) -
          partialSum d (1 - hS.eigenvalues m)) * modes hS j m| := abs_sum_le_sum_abs _ _
    _ ≤ ∑ m, ε * ((modes hS i m * 1 * modes hS i m + modes hS j m * 1 * modes hS j m) / 2) := by
      refine sum_le_sum fun m _ => ?_
      have h1 : |modes hS i m| * |modes hS j m| ≤
          (modes hS i m * 1 * modes hS i m + modes hS j m * 1 * modes hS j m) / 2 := by
        nlinarith [sq_nonneg (|modes hS i m| - |modes hS j m|), sq_abs (modes hS i m),
          sq_abs (modes hS j m)]
      rw [abs_mul, abs_mul, mul_comm |modes hS i m|, mul_assoc]
      exact mul_le_mul (hb m) h1 (by positivity) ((abs_nonneg _).trans (hb m))
    _ = ε := by
      rw [← mul_sum, ← sum_div, sum_add_distrib, hrow, hrow]; ring

/-- Decay of Loewdin orthogonalization: if `‖S - 1‖ ≤ q < 1` and the powers of `S - 1` below the
`d`-th do not connect orbitals `i` and `j`, then
`|(S^(-1/2))_ij| ≤ C(2d,d) 4^(-d) q^d / (1 - q)`. -/
theorem loewdin_decay (hS : S.IsHermitian) {q : ℝ} (hq : ‖S - 1‖ ≤ q) (hq1 : q < 1)
    {d : ℕ} {i j : n} (hd : ∀ k < d, ((S - 1) ^ k) i j = 0) :
    |loewdin hS i j| ≤ ((2 * d).choose d : ℝ) / 4 ^ d * q ^ d / (1 - q) := by
  have h := truncation_error hS hq hq1 d i j
  have h0 : (∑ k ∈ range d, coeff k • (1 - S) ^ k) i j = 0 := by
    rw [Matrix.sum_apply]
    refine sum_eq_zero fun k hk => ?_
    have e : (1 - S) ^ k = (-1 : ℝ) ^ k • (S - 1) ^ k := by
      rw [← smul_pow, neg_one_smul, neg_sub]
    rw [e, Matrix.smul_apply, Matrix.smul_apply, hd k (mem_range.1 hk), smul_zero, smul_zero]
  rw [Matrix.sub_apply, h0, sub_zero, coeff, Nat.centralBinom_eq_two_mul_choose] at h
  exact h

/-- Orbitals centred at the points `p i` overlap only within a range `ρ ≥ 0`, and
`‖S - 1‖ ≤ q < 1`. Between centres farther apart than `d ρ`, the entry of `S^(-1/2)` obeys the
decay bound of order `d + 1`. -/
theorem loewdin_decay_of_range {E : Type*} [PseudoMetricSpace E] (p : n → E) {ρ : ℝ}
    (hρ : 0 ≤ ρ) (hS : S.IsHermitian) (hloc : ∀ i j, ρ < dist (p i) (p j) → S i j = 0)
    {q : ℝ} (hq : ‖S - 1‖ ≤ q) (hq1 : q < 1) {d : ℕ} {i j : n}
    (hij : d * ρ < dist (p i) (p j)) :
    |loewdin hS i j| ≤
      ((2 * (d + 1)).choose (d + 1) : ℝ) / 4 ^ (d + 1) * q ^ (d + 1) / (1 - q) := by
  have hne : ∀ a b : n, 0 < dist (p a) (p b) → a ≠ b := by
    rintro a b h rfl
    simp at h
  -- each factor of `S - 1` reaches no farther than `ρ`
  have hpow : ∀ (k : ℕ) (b : n), k * ρ < dist (p i) (p b) → ((S - 1) ^ k) i b = 0 := by
    intro k
    induction k with
    | zero =>
      intro b hb
      rw [pow_zero, Matrix.one_apply_ne (hne i b (by simpa using hb))]
    | succ k ih =>
      intro b hb
      rw [pow_succ, Matrix.mul_apply]
      refine sum_eq_zero fun l _ => ?_
      by_cases hl : k * ρ < dist (p i) (p l)
      · rw [ih l hl, zero_mul]
      · have hlb : ρ < dist (p l) (p b) := by
          push_cast at hb
          linarith [dist_triangle (p i) (p l) (p b), not_lt.1 hl]
        rw [Matrix.sub_apply, hloc l b hlb, Matrix.one_apply_ne (hne l b (hρ.trans_lt hlb)),
          sub_zero, mul_zero]
  refine loewdin_decay hS hq hq1 fun k hk => hpow k j (lt_of_le_of_lt ?_ hij)
  exact mul_le_mul_of_nonneg_right (by exact_mod_cast Nat.lt_succ_iff.1 hk) hρ

end

end LoewdinDecay
```

```lean
#print axioms LoewdinDecay.loewdin_isInvSqrt
#print axioms LoewdinDecay.loewdin_decay_of_range
```

```
'LoewdinDecay.loewdin_isInvSqrt' depends on axioms: [propext, Classical.choice, Quot.sound]
'LoewdinDecay.loewdin_decay_of_range' depends on axioms: [propext, Classical.choice, Quot.sound]
```

The finite type `n` labels the orbitals, `hS` says that the real matrix `S` is symmetric, and the opened norm is the L2 operator norm. `coeff` is $c_k$, `modes hS` is $U$, and `loewdin hS` is $U\Lambda^{-1/2}U^T$. `loewdin_isInvSqrt` confirms that this matrix is positive semidefinite and orthonormalises the basis. In `loewdin_decay_of_range`, `p i` is the centre of orbital `i`.

Gaussian overlaps are small at long range but not zero. Passing from the true $S$ to one with a cutoff needs a separate error estimate. Bases with an overlap eigenvalue of 2 or more violate $\|S-1\|<1$. If $S$ is positive definite, the theorems can then be applied to $S/c$ with $c$ larger than half the largest eigenvalue, since $\|S/c-1\|<1$ and $S^{-1/2}=c^{-1/2}(S/c)^{-1/2}$.

## How the lemmas match the derivation

- `hasDerivAt_sqrt_mul` proves the derivative formula by induction on `N`; `hc` is the recurrence for $c_k$.
- `exists_remainder` applies Cauchy's theorem with `N + 1` for the positive case, then cancels the derivative of $t^{N+1}$. `scalar_error` bounds the two square roots.
- The `matFun` lemmas show that functions of $S$ subtract and multiply as their scalar functions do. `matFun_partialSum` thereby turns $P_d(1-x)$ into the matrix polynomial.
- `eigenvalue_near_one` works with a matrix, `modes hS * E`, whose only nonzero column is the `m`-th eigenvector, so that the matrix norm applies directly.
- `truncation_error` uses the normalised rows (`hrow`) and the inequality between products and squares.
- `loewdin_decay` removes the vanishing polynomial entry. In the finite-range theorem, `hpow` proves the reach of each power by induction on `k`.
